# For t > 0, the band −2t cos k − 2u cos 2k has critical points besides 0 and π exactly when 4|u| > t

Counting critical points of a periodic band requires a choice of which wave numbers count as different. Here $k$ is a real number restricted to the half-open zone $(-\pi,\pi]$, so that the zone boundary appears once. The points $0$ and $\pi$, which are critical for every choice of hoppings, are removed, and the theorems concern whatever remains.

```lean
import Mathlib

open Real

namespace BandCriticalPoints

noncomputable section
```

## The band and its extra critical points

Take an infinite chain with one orbital per site, the orbitals being orthonormal, with lattice constant one and on-site energy zero. With Hamiltonian matrix elements $-t$ between nearest neighbours and $-u$ between second neighbours, the non-interacting band is

$$E(k) = -2t\cos k - 2u\cos 2k .$$

In Lean this is `band t u`, a function from reals to reals. The file starts from this formula and does not derive it from a Hamiltonian.

```lean
/-- Energy band of a chain with nearest-neighbour hopping `t` and second-neighbour
hopping `u`, at wave number `k` (lattice constant one). -/
def band (t u k : ℝ) : ℝ := -2 * t * cos k - 2 * u * cos (2 * k)
```

The set `extraCritical t u` collects the $k$ in $(-\pi,\pi]$ with $k\neq 0$, $k\neq\pi$ and $E'(k)=0$. The interval is written `Set.Ioc (-π) π`, open on the left and closed on the right.

```lean
/-- The critical points of the band in the Brillouin zone `(-π, π]` other than the zone
centre `0` and the zone boundary `π`. -/
def extraCritical (t u : ℝ) : Set ℝ :=
  {k | k ∈ Set.Ioc (-π) π ∧ k ≠ 0 ∧ k ≠ π ∧ deriv (band t u) k = 0}
```

## Where the slope vanishes

Differentiating and using $\sin 2k = 2\sin k\cos k$,

$$E'(k) = 2t\sin k + 4u\sin 2k = 2\sin k\,(t + 4u\cos k).$$

`HasDerivAt` states that the derivative exists and has this value. This matters because `deriv` returns zero where a function is not differentiable, and such points would otherwise count as critical.

```lean
/-- The slope of the band is `2 sin k (t + 4u cos k)`. -/
theorem hasDerivAt_band (t u k : ℝ) :
    HasDerivAt (band t u) (2 * sin k * (t + 4 * u * cos k)) k := by
  have h1 := (Real.hasDerivAt_cos k).const_mul (-2 * t)
  have h2 : HasDerivAt (fun x : ℝ => cos (2 * x)) (-sin (2 * k) * 2) k :=
    (((hasDerivAt_id' k).const_mul (2 : ℝ)).cos).congr_deriv (by ring)
  exact (h1.fun_sub (h2.const_mul (2 * u))).congr_deriv (by rw [Real.sin_two_mul]; ring)
```

The factor $\sin k$ accounts for the critical points at $0$ and $\pi$. Elsewhere in the zone it is nonzero: negative for $-\pi<k<0$ and positive for $0<k<\pi$. The proof splits into these two cases.

```lean
/-- Inside the zone, away from `0` and `π`, the sine of the wave number is nonzero. -/
theorem sin_ne_zero_of_zone {k : ℝ} (hz : k ∈ Set.Ioc (-π) π) (h0 : k ≠ 0) (hp : k ≠ π) :
    sin k ≠ 0 := by
  rcases lt_or_gt_of_ne h0 with h | h
  · exact (Real.sin_neg_of_neg_of_neg_pi_lt h hz.1).ne
  · exact (Real.sin_pos_of_pos_of_lt_pi h (lt_of_le_of_ne hz.2 hp)).ne'
```

The factor $2\sin k$ can therefore be divided out, and for the remaining wave numbers

$$E'(k)=0 \iff t+4u\cos k = 0 .$$

```lean
/-- A wave number in the zone other than `0` and `π` is critical exactly when
`t + 4u cos k = 0`. -/
theorem mem_extraCritical_iff (t u k : ℝ) :
    k ∈ extraCritical t u ↔
      k ∈ Set.Ioc (-π) π ∧ k ≠ 0 ∧ k ≠ π ∧ t + 4 * u * cos k = 0 := by
  constructor
  · rintro ⟨hz, h0, hp, hd⟩
    rw [(hasDerivAt_band t u k).deriv] at hd
    have hs : 2 * sin k ≠ 0 := mul_ne_zero two_ne_zero (sin_ne_zero_of_zone hz h0 hp)
    exact ⟨hz, h0, hp, (mul_eq_zero.mp hd).resolve_left hs⟩
  · rintro ⟨hz, h0, hp, h⟩
    exact ⟨hz, h0, hp, by rw [(hasDerivAt_band t u k).deriv, h, mul_zero]⟩
```

## The threshold and the two solutions

Let $t>0$ and let $k$ be an extra critical point. If $u$ were zero, the condition would read $t=0$, so $u\neq0$ and $\cos k=-t/(4u)$. Squaring $t=-4u\cos k$ gives

$$t^2 = 16u^2\cos^2 k = 16u^2 - 16(u\sin k)^2 < 16u^2,$$

since neither $u$ nor $\sin k$ vanishes. Hence $t<4|u|$. In the proof, `h2` is the equality and `h3` the positivity of the subtracted square.

```lean
/-- For `t > 0`, an extra critical point requires `u ≠ 0` and `t < 4|u|`, and it satisfies
`cos k = -t/(4u)`. -/
theorem cos_of_mem {t u k : ℝ} (ht : 0 < t) (hk : k ∈ extraCritical t u) :
    u ≠ 0 ∧ t < 4 * |u| ∧ cos k = -t / (4 * u) := by
  obtain ⟨hz, h0, hp, h⟩ := (mem_extraCritical_iff t u k).mp hk
  have hs := sin_ne_zero_of_zone hz h0 hp
  have hu : u ≠ 0 := by
    intro hu
    rw [hu] at h
    linarith
  refine ⟨hu, ?_, ?_⟩
  · -- the cosine is strictly inside (-1, 1) because the sine does not vanish
    have h2 : t ^ 2 = 16 * u ^ 2 - 16 * (u * sin k) ^ 2 := by
      linear_combination (t - 4 * u * cos k) * h + 16 * u ^ 2 * Real.sin_sq_add_cos_sq k
    have h3 : 0 < (u * sin k) ^ 2 := by positivity
    apply lt_of_pow_lt_pow_left₀ 2 (by positivity)
    rw [mul_pow, sq_abs]
    linarith
  · exact (eq_div_iff (mul_ne_zero four_ne_zero hu)).mpr (by linear_combination h)
```

Conversely, suppose $0<t<4|u|$. Then

$$\left|\frac{-t}{4u}\right| = \frac{t}{4|u|} < 1 .$$

```lean
/-- For `0 < t < 4|u|` the number `-t/(4u)` lies strictly between `-1` and `1`. -/
theorem abs_ratio_lt_one {t u : ℝ} (ht : 0 < t) (h : t < 4 * |u|) :
    |-t / (4 * u)| < 1 := by
  rw [abs_div, abs_neg, abs_of_pos ht, abs_mul, abs_of_pos (by norm_num : (0 : ℝ) < 4),
    div_lt_one (by linarith)]
  exact h
```

Put $\theta=\arccos(-t/(4u))$. Because the argument lies strictly between $-1$ and $1$, we have $0<\theta<\pi$. Both $\theta$ and $-\theta$ lie in the zone, avoid $0$ and $\pi$, and satisfy $t+4u\cos k=0$.

There are no others. If $k\geq0$ is an extra critical point, then $k=\arccos(\cos k)=\theta$; if $k\leq0$, the same argument applied to $-k$ gives $k=-\theta$. The proof makes this split with `le_total 0 k`.

```lean
/-- For `0 < t < 4|u|` the extra critical points are the two opposite wave numbers
`± arccos(-t/(4u))`. -/
theorem extraCritical_eq {t u : ℝ} (ht : 0 < t) (h : t < 4 * |u|) :
    extraCritical t u = {arccos (-t / (4 * u)), -arccos (-t / (4 * u))} := by
  have hu : u ≠ 0 := by
    intro hu
    rw [hu, abs_zero] at h
    linarith
  obtain ⟨hl, hr⟩ := abs_lt.mp (abs_ratio_lt_one ht h)
  have hc := Real.cos_arccos hl.le hr.le
  have hpos := Real.arccos_pos.mpr hr
  have hlt : arccos (-t / (4 * u)) < π := by
    refine lt_of_le_of_ne (Real.arccos_le_pi _) (fun he => ?_)
    rw [he, Real.cos_pi] at hc
    linarith
  have hroot := (eq_div_iff (mul_ne_zero four_ne_zero hu)).mp hc
  ext k
  simp only [Set.mem_insert_iff, Set.mem_singleton_iff]
  constructor
  · intro hk
    have hck := (cos_of_mem ht hk).2.2
    have hz := hk.1
    rcases le_total 0 k with h0 | h0
    · left
      rw [← hck, Real.arccos_cos h0 hz.2]
    · right
      rw [← hck, ← Real.cos_neg k, Real.arccos_cos (by linarith) (by linarith [hz.1]), neg_neg]
  · rw [mem_extraCritical_iff]
    rintro (hk | hk)
    · rw [hk]
      exact ⟨⟨by linarith, hlt.le⟩, hpos.ne', hlt.ne, by linear_combination hroot⟩
    · rw [hk, Real.cos_neg]
      exact ⟨⟨by linarith, by linarith⟩, (by linarith : -arccos (-t / (4 * u)) < 0).ne,
        (by linarith : -arccos (-t / (4 * u)) < π).ne, by linear_combination hroot⟩
```

## Energies relative to the zone centre and boundary

Write $c=\cos k=-t/(4u)$ and use $\cos 2k=2c^2-1$:

$$E(k) = -2tc-4uc^2+2u = \frac{t^2}{2u}-\frac{t^2}{4u}+2u = \frac{t^2}{4u}+2u .$$

Subtracting $E(0)=-2t-2u$ and $E(\pi)=2t-2u$ in turn gives

$$E(k)-E(0)=\frac{(t+4u)^2}{4u},\qquad E(k)-E(\pi)=\frac{(t-4u)^2}{4u}.$$

In Lean, `field_simp` clears the denominators and `ring` compares the polynomials.

```lean
/-- For `t > 0`, the energy at an extra critical point differs from the zone-centre energy by
`(t + 4u)²/(4u)` and from the zone-boundary energy by `(t - 4u)²/(4u)`. -/
theorem energy_of_mem {t u k : ℝ} (ht : 0 < t) (hk : k ∈ extraCritical t u) :
    band t u k = band t u 0 + (t + 4 * u) ^ 2 / (4 * u) ∧
      band t u k = band t u π + (t - 4 * u) ^ 2 / (4 * u) := by
  obtain ⟨hu, -, hc⟩ := cos_of_mem ht hk
  constructor
  · simp only [band, Real.cos_two_mul, Real.cos_zero, hc]
    field_simp
    ring
  · simp only [band, Real.cos_two_mul, Real.cos_pi, hc]
    field_simp
    ring
```

When $t<4|u|$, both numerators are positive, so the sign of $u$ decides the order. For $u<-t/4$ the extra points lie below both $E(0)$ and $E(\pi)$, and the band minimum is no longer at $k=0$. Since a smooth periodic band attains its minimum at a critical point, the pair $\pm\theta$ must be the global minima, a conclusion drawn here in prose and not stated in the file.

## The criterion and the count

The main theorem assumes $t>0$ and allows any real $u$. Its first part says that the set of extra critical points is nonempty if and only if $t<4|u|$. Its second part says that, in this case, the set has `ncard` equal to 2, and each member has $\cos k=-t/(4u)$ and energy $E(0)+(t+4u)^2/(4u)$. The count follows from $-\theta<\theta$.

Assuming only $t\geq0$ would not suffice: for $t=u=0$ the band is flat and every $k$ is critical, although $0<0$ is false.

```lean
/-- For `t > 0`, the band has critical points in `(-π, π]` other than `0` and `π` if and only if
`t < 4|u|`. Then there are exactly two, both with `cos k = -t/(4u)` and with energy
`E(0) + (t + 4u)²/(4u)`. -/
theorem extra_critical_points {t : ℝ} (u : ℝ) (ht : 0 < t) :
    ((extraCritical t u).Nonempty ↔ t < 4 * |u|) ∧
      (t < 4 * |u| → (extraCritical t u).ncard = 2 ∧
        ∀ k ∈ extraCritical t u, cos k = -t / (4 * u) ∧
          band t u k = band t u 0 + (t + 4 * u) ^ 2 / (4 * u)) := by
  refine ⟨⟨fun ⟨k, hk⟩ => (cos_of_mem ht hk).2.1, fun h => ?_⟩, fun h => ⟨?_, fun k hk =>
    ⟨(cos_of_mem ht hk).2.2, (energy_of_mem ht hk).1⟩⟩⟩
  · rw [extraCritical_eq ht h]
    exact Set.insert_nonempty _ _
  · -- the two opposite wave numbers are distinct because the arccosine is positive
    have hpos := Real.arccos_pos.mpr (abs_lt.mp (abs_ratio_lt_one ht h)).2
    rw [extraCritical_eq ht h]
    exact Set.ncard_pair (by linarith : -arccos (-t / (4 * u)) < arccos (-t / (4 * u))).ne'
```

## Curvature at the extra points

Differentiating the product form of the slope,

$$E''(k)=2\cos k\,(t+4u\cos k)-8u\sin^2 k .$$

The first term vanishes at an extra critical point. Inserting $\sin^2k=1-t^2/(16u^2)$ leaves

$$E''(k)=-8u\sin^2 k=\frac{t^2-16u^2}{2u},$$

which is negative for $u>0$ and positive for $u<0$. The step `hd` obtains the middle expression, from which both signs follow.

In this one-dimensional, non-interacting model, a critical point with nonzero curvature gives an inverse-square-root singularity in the density of states. For vertical optical transitions between this band and a flat one, the joint density of states, a function of the transition energy, is singular at the transition energies belonging to the same wave numbers.

```lean
/-- For `t > 0`, the curvature of the band at an extra critical point is `(t² - 16u²)/(2u)`;
it is negative for `u > 0` and positive for `u < 0`. -/
theorem curvature_of_mem {t u k : ℝ} (ht : 0 < t) (hk : k ∈ extraCritical t u) :
    deriv (deriv (band t u)) k = (t ^ 2 - 16 * u ^ 2) / (2 * u) ∧
      (0 < u → deriv (deriv (band t u)) k < 0) ∧
      (u < 0 → 0 < deriv (deriv (band t u)) k) := by
  obtain ⟨hz, h0, hp, h⟩ := (mem_extraCritical_iff t u k).mp hk
  obtain ⟨hu, -, hc⟩ := cos_of_mem ht hk
  have hs := sin_ne_zero_of_zone hz h0 hp
  have hs2 : 0 < sin k ^ 2 := by positivity
  have hf : deriv (band t u) = fun x => 2 * sin x * (t + 4 * u * cos x) :=
    funext fun x => (hasDerivAt_band t u x).deriv
  -- where `t + 4u cos k = 0`, only the term with the derivative of that factor survives
  have hd : deriv (deriv (band t u)) k = -8 * u * sin k ^ 2 := by
    rw [hf]
    have h1 := ((Real.hasDerivAt_sin k).const_mul 2).fun_mul
      (((Real.hasDerivAt_cos k).const_mul (4 * u)).const_add t)
    exact (h1.congr_deriv (by linear_combination 2 * cos k * h)).deriv
  rw [hd]
  refine ⟨?_, fun hpos => ?_, fun hneg => ?_⟩
  · rw [Real.sin_sq, hc]
    field_simp
    ring
  · linarith [mul_pos hpos hs2]
  · linarith [mul_neg_of_neg_of_pos hneg hs2]

end

end BandCriticalPoints
```

```lean
#print axioms BandCriticalPoints.extra_critical_points
#print axioms BandCriticalPoints.curvature_of_mem
```

```
'BandCriticalPoints.extra_critical_points' depends on axioms: [propext, Classical.choice, Quot.sound]
'BandCriticalPoints.curvature_of_mem' depends on axioms: [propext, Classical.choice, Quot.sound]
```

## The case t = 1, u = −1/2

Here $4|u|=2>1$, so there are two extra points. They satisfy $\cos k=-1/(-2)=1/2$, hence $k=\pm\pi/3$. Directly from the band,

$$E(\pm\pi/3)=-2\cdot\tfrac12+\cos\tfrac{2\pi}{3}=-1-\tfrac12=-\tfrac32 .$$

The zone centre has $E(0)=-2+1=-1$, and the formula gives the same energy: $-1+(1-2)^2/(-2)=-\tfrac32$. From the boundary, $E(\pi)=3$ and $3+(1+2)^2/(-2)=-\tfrac32$ again. The curvature is $(1-4)/(-1)=3$, positive as expected for $u<0$.
